# Bond phases on a lattice without cycles are ratios of site phases

On a lattice without cycles, let each bond carry a complex phase factor in each direction, the two being inverse to each other. The theorem `exists_site_phases` states that there are then site factors `d i` of modulus one with `d i = u i j * d j` for all neighbours `i` and `j`, so that every bond phase is a ratio of site phases. The lattice is a simple graph `G`, which may be infinite or disconnected, and nothing is assumed of `u i j` where `i` and `j` are not neighbours. The proof chooses a root in each connected component and a path to it from every site, and takes for `d i` the product of the bond factors along the path from `i`. An induction along walks is to show that such products have modulus one, and `transport_step` gives the relation between neighbours.

The failing Lean file:

```lean
import Mathlib

open Matrix

namespace ExistsSitePhases

noncomputable section

variable {V : Type*} [DecidableEq V] {G : SimpleGraph V}

/-- The product of the bond factors `u i j` along a walk on the lattice. -/
def transport (u : V → V → ℂ) {v w : V} (p : G.Walk v w) : ℂ :=
  (p.darts.map fun e => u e.fst e.snd).prod

/-- On a lattice without cycles, let the two directions of each bond carry inverse factors.
Then the transports along paths from two neighbours to the same site differ by the factor of
their common bond. -/
theorem transport_step (hG : G.IsAcyclic) {u : V → V → ℂ}
    (hu : ∀ i j, G.Adj i j → u i j * u j i = 1) {i j s t : V} (h : G.Adj i j) (hst : s = t)
    (p : G.Walk i s) (q : G.Walk j t) (hp : p.IsPath) (hq : q.IsPath) :
    transport u p = u i j * transport u q := by
  subst hst
  by_cases hj : j ∈ p.support
  · -- the path from `i` passes through `j`, so it starts with the bond `i j`
    have h0 : (SimpleGraph.Walk.cons h SimpleGraph.Walk.nil).IsPath := by
      simp [SimpleGraph.Walk.cons_isPath_iff, h.ne]
    have h1 : p.takeUntil j hj = SimpleGraph.Walk.cons h SimpleGraph.Walk.nil :=
      congrArg Subtype.val ((hG.subsingleton_path _ _).1 ⟨_, hp.takeUntil hj⟩ ⟨_, h0⟩)
    have h2 : p.dropUntil j hj = q :=
      congrArg Subtype.val ((hG.subsingleton_path _ _).1 ⟨_, hp.dropUntil hj⟩ ⟨_, hq⟩)
    have h3 := p.take_spec hj
    rw [h1, h2] at h3
    rw [← h3]
    simp [transport]
  · -- otherwise the path from `j` starts with the bond `j i`
    have h0 : (SimpleGraph.Walk.cons h.symm p).IsPath :=
      (SimpleGraph.Walk.cons_isPath_iff _ _).2 ⟨hp, hj⟩
    have h2 : SimpleGraph.Walk.cons h.symm p = q :=
      congrArg Subtype.val ((hG.subsingleton_path _ _).1 ⟨_, h0⟩ ⟨_, hq⟩)
    have h3 : transport u q = u j i * transport u p := by
      rw [← h2]
      simp [transport]
    rw [h3]
    linear_combination (-(transport u p)) * hu i j h

/-- On a lattice without cycles, bond phases that are inverse in the two directions of each bond
are ratios of site phases. -/
theorem exists_site_phases (hG : G.IsAcyclic) {u : V → V → ℂ}
    (hn : ∀ i j, G.Adj i j → ‖u i j‖ = 1) (hu : ∀ i j, G.Adj i j → u i j * u j i = 1) :
    ∃ d : V → ℂ, (∀ i, ‖d i‖ = 1) ∧ ∀ i j, G.Adj i j → d i = u i j * d j := by
  -- one root in each connected component, and a path to it from every site
  have hP : ∀ v, ∃ p : G.Walk v (Quot.out (G.connectedComponentMk v)), p.IsPath := by
    intro v
    have hr : G.Reachable v (Quot.out (G.connectedComponentMk v)) :=
      SimpleGraph.ConnectedComponent.exact (Quot.out_eq _).symm
    obtain ⟨p⟩ := hr
    exact ⟨p.bypass, p.bypass_isPath⟩
  choose P hP using hP
  have hnorm : ∀ (v w : V) (p : G.Walk v w), ‖transport u p‖ = 1 := by
    intro v w p
    induction p with
    | nil => simp [transport]
    | cons h p ih =>
      have h1 : transport u (SimpleGraph.Walk.cons h p) = u _ _ * transport u p := by
        simp only [transport, SimpleGraph.Walk.darts_cons, List.map_cons, List.prod_cons]
      rw [h1, norm_mul, hn _ _ h, ih, one_mul]
  refine ⟨fun v => transport u (P v), fun v => hnorm _ _ _, fun i j h => ?_⟩
  exact transport_step hG hu h
    (congrArg Quot.out (SimpleGraph.ConnectedComponent.sound h.reachable)) _ _ (hP i) (hP j)

end

end ExistsSitePhases
```

Compiling this gives:

```
Main.lean:64:62: error: don't know how to synthesize placeholder
context:
V : Type u_1
inst✝ : DecidableEq V
G : SimpleGraph V
hG : G.IsAcyclic
u : V → V → ℂ
hn : ∀ (i j : V), G.Adj i j → ‖u i j‖ = 1
hu : ∀ (i j : V), G.Adj i j → u i j * u j i = 1
P : (v : V) → G.Walk v (Quot.out (G.connectedComponentMk v))
hP : ∀ (v : V), (P v).IsPath
v w u✝ v✝ w✝ : V
h : G.Adj u✝ v✝
p : G.Walk v✝ w✝
ih : ‖transport u p‖ = 1
⊢ V
Main.lean:64:60: error: don't know how to synthesize placeholder
context:
V : Type u_1
inst✝ : DecidableEq V
G : SimpleGraph V
hG : G.IsAcyclic
u : V → V → ℂ
hn : ∀ (i j : V), G.Adj i j → ‖u i j‖ = 1
hu : ∀ (i j : V), G.Adj i j → u i j * u j i = 1
P : (v : V) → G.Walk v (Quot.out (G.connectedComponentMk v))
hP : ∀ (v : V), (P v).IsPath
v w u✝ v✝ w✝ : V
h : G.Adj u✝ v✝
p : G.Walk v✝ w✝
ih : ‖transport u p‖ = 1
⊢ V
```

Lean accepts the file once it reads:

```diff
@@ -61,6 +61,6 @@
     induction p with
     | nil => simp [transport]
-    | cons h p ih =>
-      have h1 : transport u (SimpleGraph.Walk.cons h p) = u _ _ * transport u p := by
+    | @cons a b c h p ih =>
+      have h1 : transport u (SimpleGraph.Walk.cons h p) = u a b * transport u p := by
         simp only [transport, SimpleGraph.Walk.darts_cons, List.map_cons, List.prod_cons]
       rw [h1, norm_mul, hn _ _ h, ih, one_mul]
```

Diagnosis. The two messages concern the two underscores of `u _ _` in the statement of `h1`, for each of which Lean has to find a site, as the goal `⊢ V` shows. Nothing in the statement determines them. `u` is an ordinary function `V → V → ℂ`, so `u _ _` is a complex number whatever the sites are, and the equation asks only that both sides have type `ℂ`. That the sites should be the ends of the first bond would follow only from the equation being true, and Lean does not use the proof after `by` to complete the statement. In `hn _ _ h` the underscores are harmless, because the type of `h` contains both sites.

The ends of the bond are in the context, but as `u✝` and `v✝`, names that the proof cannot refer to. The pattern `@cons a b c h p ih` makes the implicit arguments of `cons` explicit and so names them, with `h : G.Adj a b`. The statement can then say `u a b`, which leaves nothing to be found.
